# The triangular lattice of spacing a has covering radius a/√3

## How far can a point of the plane be from the lattice?

Take one equilateral triangle with vertices (0, 0), (1, 0) and (1/2, √3/2). Its centre K = (1/2, √3/6) has squared distance 1/4 + 1/12 = 1/3 from the origin, and by symmetry it is 1/√3 from all three vertices. From a drawing I believe that every point of the triangle is at most this far from its nearest vertex. The triangular lattice generated by (1, 0) and (1/2, √3/2) fills the plane with such triangles, so every point should lie within 1/√3 of a lattice point, and K should be at least 1/√3 from all lattice points, which would make it a farthest point of the Wigner-Seitz cell. I would like a derivation that does not lean on the drawing, and a machine-checked version of it.

## The bound a/√3 holds everywhere and is reached at K

Both claims hold, and for any lattice constant a > 0, the nearest-neighbour spacing; your case is a = 1.

### Distances in fractional coordinates

Let a₁ = (a, 0) and a₂ = (a/2, a√3/2). The point with fractional coordinates (u, v) is

u a₁ + v a₂ = (a(u + v/2), a√3 v/2),

and lattice points have integer coordinates (m, n). Conversely a point (x, y) has v = 2y/(a√3) and u = x/a − v/2. If two points differ by (s, t) in fractional coordinates, their squared distance is a² Q(s, t), where

Q(s, t) = (s + t/2)² + 3t²/4 = s² + st + t².

The first form shows Q ≥ 0, and Q(−s, −t) = Q(s, t). Distance at most a/√3 means Q ≤ 1/3. One expansion is used twice below:

Q(s − 1/3, t − 1/3) = Q(s, t) − s − t + 1/3.

### One triangle, then the whole plane

Let s ≥ 0, t ≥ 0, s + t ≤ 1. The values of Q from (s, t) to the vertices (0, 0), (1, 0), (0, 1) are

Q(s, t),  Q(s − 1, t) = Q(s, t) − 2s − t + 1,  Q(s, t − 1) = Q(s, t) − s − 2t + 1.

Average them with the weights 1 − s − t, s, t, which are nonnegative and sum to one:

Q(s, t) + s(1 − 2s − t) + t(1 − s − 2t) = s + t − Q(s, t) = 1/3 − Q(s − 1/3, t − 1/3) ≤ 1/3.

The smallest of the three values cannot exceed their average, so some vertex has Q ≤ 1/3.

For arbitrary (u, v) put s = u − ⌊u⌋ and t = v − ⌊v⌋, both in [0, 1). If s + t ≤ 1, the triangle result gives one of the lattice points (⌊u⌋, ⌊v⌋), (⌊u⌋ + 1, ⌊v⌋), (⌊u⌋, ⌊v⌋ + 1). If s + t ≥ 1, the inverted pair (1 − s, 1 − t) lies in the triangle. Because Q is even, its three values equal Q(s − 1, t − 1), Q(s, t − 1) and Q(s − 1, t), which belong to (⌊u⌋ + 1, ⌊v⌋ + 1), (⌊u⌋, ⌊v⌋ + 1) and (⌊u⌋ + 1, ⌊v⌋).

### The corner point

K = (a/2, a√3/6) has fractional coordinates (1/3, 1/3). Evenness and the expansion above give

|K − m a₁ − n a₂|² = a² (1/3 + N),  N = m² + mn + n² − m − n,

2N = m(m − 1) + n(n − 1) + (m + n)(m + n − 1).

A product k(k − 1) of consecutive integers is nonnegative and vanishes only for k = 0 or 1. Hence N ≥ 0, and N = 0 exactly when m, n and m + n all lie in {0, 1}, which leaves (0, 0), (1, 0), (0, 1).

Any radius r that covers the plane must cover K, so r ≥ a/√3. K is as close to the origin as to any lattice point, so it lies in the Wigner-Seitz cell. A point p of the cell has some lattice point within a/√3, and the origin is no farther, so |p| ≤ a/√3.

```lean
import Mathlib

open Real

namespace TriangularLatticeCovering

noncomputable section

/-- The Euclidean plane. -/
abbrev Plane : Type := EuclideanSpace ℝ (Fin 2)

/-- First primitive vector `(a, 0)` of the triangular lattice with lattice constant `a`. -/
def a₁ (a : ℝ) : Plane := !₂[a, 0]

/-- Second primitive vector `(a/2, a√3/2)` of the triangular lattice. -/
def a₂ (a : ℝ) : Plane := !₂[a / 2, a * √3 / 2]

/-- The point `u a₁ + v a₂` with fractional coordinates `(u, v)`. -/
def point (a u v : ℝ) : Plane := u • a₁ a + v • a₂ a

/-- The lattice point `m a₁ + n a₂` for integers `m`, `n`. -/
def latticePoint (a : ℝ) (m n : ℤ) : Plane := point a m n

/-- The corner point `(a/2, a√3/6)`. -/
def corner (a : ℝ) : Plane := !₂[a / 2, a * √3 / 6]

/-- The Wigner-Seitz cell: points no farther from the origin than from any lattice point. -/
def wignerSeitz (a : ℝ) : Set Plane := {p | ∀ m n : ℤ, ‖p‖ ≤ dist p (latticePoint a m n)}

/-- The metric form `s² + st + t²` in fractional coordinates. -/
def Q (s t : ℝ) : ℝ := s ^ 2 + s * t + t ^ 2

/-- Cartesian components of the point with fractional coordinates `(u, v)`. -/
theorem point_coords (a u v : ℝ) :
    point a u v 0 = a * (u + v / 2) ∧ point a u v 1 = a * √3 / 2 * v := by
  constructor <;> simp [point, a₁, a₂] <;> ring

/-- The squared distance of two points is `a²` times the metric form of the difference of
their fractional coordinates. -/
theorem dist_sq_point (a u v u' v' : ℝ) :
    dist (point a u v) (point a u' v') ^ 2 = a ^ 2 * Q (u - u') (v - v') := by
  have h3 : √3 ^ 2 = 3 := Real.sq_sqrt (by norm_num)
  have h0 : ∀ x y, point a x y 0 = a * (x + y / 2) := fun x y => (point_coords a x y).1
  have h1 : ∀ x y, point a x y 1 = a * √3 / 2 * y := fun x y => (point_coords a x y).2
  rw [EuclideanSpace.dist_eq, Real.sq_sqrt (by positivity), Fin.sum_univ_two]
  simp only [Real.dist_eq, sq_abs, h0, h1, Q]
  linear_combination (a ^ 2 * (v - v') ^ 2 / 4) * h3

/-- For fractional coordinates in the triangle with vertices `(0,0)`, `(1,0)`, `(0,1)`, the
metric form of the displacement from at least one vertex is at most `1/3`. -/
theorem triangle_cover (s t : ℝ) (hs : 0 ≤ s) (ht : 0 ≤ t) (hst : s + t ≤ 1) :
    Q s t ≤ 1 / 3 ∨ Q (s - 1) t ≤ 1 / 3 ∨ Q s (t - 1) ≤ 1 / 3 := by
  -- the barycentric average of the three values is 1/3 - Q (s - 1/3) (t - 1/3)
  have key : ∀ d, d ≤ Q s t → d ≤ Q (s - 1) t → d ≤ Q s (t - 1) → d ≤ 1 / 3 := by
    intro d h0 h1 h2
    unfold Q at h0 h1 h2
    nlinarith [mul_nonneg (sub_nonneg.2 hst) (sub_nonneg.2 h0),
      mul_nonneg hs (sub_nonneg.2 h1), mul_nonneg ht (sub_nonneg.2 h2),
      sq_nonneg (s - 1 / 3 + (t - 1 / 3) / 2), sq_nonneg (t - 1 / 3)]
  have h := key (min (Q s t) (min (Q (s - 1) t) (Q s (t - 1)))) (min_le_left _ _)
    ((min_le_right _ _).trans (min_le_left _ _)) ((min_le_right _ _).trans (min_le_right _ _))
  rwa [min_le_iff, min_le_iff] at h

/-- For any fractional coordinates there is an integer pair whose displacement has metric
form at most `1/3`. -/
theorem coords_cover (u v : ℝ) : ∃ m n : ℤ, Q (u - m) (v - n) ≤ 1 / 3 := by
  have hu0 := Int.floor_le u
  have hu1 := Int.lt_floor_add_one u
  have hv0 := Int.floor_le v
  have hv1 := Int.lt_floor_add_one v
  -- the unit cell splits into a lower triangle and its inversion image
  rcases le_total ((u - ⌊u⌋) + (v - ⌊v⌋)) 1 with h | h
  · rcases triangle_cover (u - ⌊u⌋) (v - ⌊v⌋) (by linarith) (by linarith) h with k | k | k
    · exact ⟨⌊u⌋, ⌊v⌋, k⟩
    · exact ⟨⌊u⌋ + 1, ⌊v⌋, by push_cast; unfold Q at k ⊢; nlinarith [k]⟩
    · exact ⟨⌊u⌋, ⌊v⌋ + 1, by push_cast; unfold Q at k ⊢; nlinarith [k]⟩
  · rcases triangle_cover (1 - (u - ⌊u⌋)) (1 - (v - ⌊v⌋)) (by linarith) (by linarith)
      (by linarith) with k | k | k
    · exact ⟨⌊u⌋ + 1, ⌊v⌋ + 1, by push_cast; unfold Q at k ⊢; nlinarith [k]⟩
    · exact ⟨⌊u⌋, ⌊v⌋ + 1, by push_cast; unfold Q at k ⊢; nlinarith [k]⟩
    · exact ⟨⌊u⌋ + 1, ⌊v⌋, by push_cast; unfold Q at k ⊢; nlinarith [k]⟩

/-- Every point of the plane lies within distance `a/√3` of some lattice point. -/
theorem covering (a : ℝ) (ha : 0 < a) (p : Plane) :
    ∃ m n : ℤ, dist p (latticePoint a m n) ≤ a / √3 := by
  have h3 : √3 ^ 2 = 3 := Real.sq_sqrt (by norm_num)
  have hs : 0 < √3 := by positivity
  have hR0 : 0 ≤ a / √3 := by positivity
  have ha' : a ≠ 0 := ha.ne'
  have hs' : √3 ≠ 0 := hs.ne'
  -- pass to fractional coordinates
  obtain ⟨u, v, rfl⟩ : ∃ u v, p = point a u v := by
    refine ⟨p 0 / a - 2 * p 1 / (a * √3) / 2, 2 * p 1 / (a * √3),
      PiLp.ext (Fin.forall_fin_two.2 ⟨?_, ?_⟩)⟩
    · rw [(point_coords _ _ _).1, sub_add_cancel]
      field_simp
    · rw [(point_coords _ _ _).2]
      field_simp
  obtain ⟨m, n, h⟩ := coords_cover u v
  refine ⟨m, n, (sq_le_sq₀ dist_nonneg hR0).1 ?_⟩
  rw [latticePoint, dist_sq_point, div_pow, h3]
  nlinarith [mul_le_mul_of_nonneg_left h (sq_nonneg a)]

/-- The integer `m² + mn + n² - m - n` is nonnegative, and vanishes exactly at
`(0,0)`, `(1,0)` and `(0,1)`. -/
theorem integer_excess (m n : ℤ) :
    0 ≤ m ^ 2 + m * n + n ^ 2 - m - n ∧
      (m ^ 2 + m * n + n ^ 2 - m - n = 0 ↔
        (m = 0 ∧ n = 0) ∨ (m = 1 ∧ n = 0) ∨ (m = 0 ∧ n = 1)) := by
  have h : ∀ k : ℤ, 0 ≤ k * (k - 1) := by
    intro k
    rcases le_or_gt k 0 with hk | hk
    · nlinarith
    · exact mul_nonneg hk.le (by omega)
  -- twice the excess is a sum of three products of consecutive integers
  have h1 := h m
  have h2 := h n
  have h3 := h (m + n)
  refine ⟨by nlinarith, fun h0 => ?_, ?_⟩
  · have e1 : m * (m - 1) = 0 := le_antisymm (by nlinarith) h1
    have e2 : n * (n - 1) = 0 := le_antisymm (by nlinarith) h2
    have e3 : (m + n) * (m + n - 1) = 0 := le_antisymm (by nlinarith) h3
    rw [mul_eq_zero] at e1 e2 e3
    omega
  · rintro (⟨rfl, rfl⟩ | ⟨rfl, rfl⟩ | ⟨rfl, rfl⟩) <;> norm_num

/-- The corner point is at distance at least `a/√3` from every lattice point, with equality
exactly for the lattice points `0`, `a₁` and `a₂`. -/
theorem corner_dist (a : ℝ) (ha : 0 < a) (m n : ℤ) :
    a / √3 ≤ dist (corner a) (latticePoint a m n) ∧
      (dist (corner a) (latticePoint a m n) = a / √3 ↔
        (m = 0 ∧ n = 0) ∨ (m = 1 ∧ n = 0) ∨ (m = 0 ∧ n = 1)) := by
  have h3 : √3 ^ 2 = 3 := Real.sq_sqrt (by norm_num)
  have hR0 : 0 ≤ a / √3 := by positivity
  have c0 : corner a 0 = a / 2 := by simp [corner]
  have c1 : corner a 1 = a * √3 / 6 := by simp [corner]
  -- the corner has fractional coordinates (1/3, 1/3)
  have hc : corner a = point a (1 / 3) (1 / 3) := by
    refine PiLp.ext (Fin.forall_fin_two.2 ⟨?_, ?_⟩)
    · rw [c0, (point_coords _ _ _).1]
      ring
    · rw [c1, (point_coords _ _ _).2]
      ring
  have key : dist (corner a) (latticePoint a m n) ^ 2
      = (a / √3) ^ 2 + a ^ 2 * ((m ^ 2 + m * n + n ^ 2 - m - n : ℤ) : ℝ) := by
    rw [hc, latticePoint, dist_sq_point, div_pow, h3, Q]
    push_cast
    ring
  obtain ⟨hN, hE⟩ := integer_excess m n
  constructor
  · refine (sq_le_sq₀ hR0 dist_nonneg).1 ?_
    rw [key]
    exact le_add_of_nonneg_right (mul_nonneg (sq_nonneg a) (by exact_mod_cast hN))
  · rw [← hE, ← sq_eq_sq₀ dist_nonneg hR0, key]
    constructor
    · intro h
      have h0 : a ^ 2 * ((m ^ 2 + m * n + n ^ 2 - m - n : ℤ) : ℝ) = 0 := by linarith
      exact Int.cast_eq_zero.1 ((mul_eq_zero.1 h0).resolve_left (pow_pos ha 2).ne')
    · intro h
      rw [h]
      simp

/-- The covering radius is `a/√3`: it is the least `r` such that every point of the plane
lies within distance `r` of some lattice point. -/
theorem covering_radius (a : ℝ) (ha : 0 < a) :
    IsLeast {r : ℝ | ∀ p : Plane, ∃ m n : ℤ, dist p (latticePoint a m n) ≤ r} (a / √3) := by
  refine ⟨covering a ha, fun r hr => ?_⟩
  obtain ⟨m, n, h⟩ := hr (corner a)
  exact (corner_dist a ha m n).1.trans h

/-- The corner point lies in the Wigner-Seitz cell at distance `a/√3` from the origin, and
`a/√3` is the greatest distance from the origin of any point of the cell. -/
theorem wignerSeitz_circumradius (a : ℝ) (ha : 0 < a) :
    corner a ∈ wignerSeitz a ∧ ‖corner a‖ = a / √3 ∧
      IsGreatest (norm '' wignerSeitz a) (a / √3) := by
  have hz : latticePoint a 0 0 = 0 := by simp [latticePoint, point]
  have h0 := (corner_dist a ha 0 0).2.2 (Or.inl ⟨rfl, rfl⟩)
  rw [hz, dist_zero_right] at h0
  have hm : corner a ∈ wignerSeitz a := fun m n => h0.le.trans (corner_dist a ha m n).1
  refine ⟨hm, h0, ⟨corner a, hm, h0⟩, ?_⟩
  -- a point of the cell is no farther from the origin than from its covering lattice point
  rintro _ ⟨p, hp, rfl⟩
  obtain ⟨m, n, h⟩ := covering a ha p
  exact (hp m n).trans h

end

end TriangularLatticeCovering
```

```lean
#print axioms TriangularLatticeCovering.covering_radius
#print axioms TriangularLatticeCovering.wignerSeitz_circumradius
```

```
'TriangularLatticeCovering.covering_radius' depends on axioms: [propext, Classical.choice, Quot.sound]
'TriangularLatticeCovering.wignerSeitz_circumradius' depends on axioms: [propext, Classical.choice, Quot.sound]
```

### The Lean objects and the four geometric theorems

`Plane` is `EuclideanSpace ℝ (Fin 2)`, so `dist` and `‖p‖` are Euclidean, and the components `p 0` and `p 1` are x and y. `point a u v` is u a₁ + v a₂, `latticePoint a m n` restricts it to integers, and `corner a` is K. The orientation is fixed with a₁ along x. `wignerSeitz a` uses a non-strict inequality, so the cell is closed and includes its boundary.

Each of the four theorems assumes only `0 < a`. `covering` gives, for every p, integers m, n with distance at most `a / √3`. `corner_dist` gives, for every m and n, the lower bound for K and the equivalence between equality and the three pairs (0, 0), (1, 0), (0, 1). `covering_radius` uses `IsLeast`: a/√3 belongs to the set of radii r that cover the plane and is a lower bound of that set. `wignerSeitz_circumradius` says that K is in the cell, that |K| = a/√3, and that this value is the greatest element of `norm '' wignerSeitz a`, the set of norms of points in the cell.

The lattice is ideal, infinite and two-dimensional. The hexagonal shape of the cell, its other five corners and the construction of a reciprocal lattice are not among the things proved here. For a perfect two-dimensional crystal whose reciprocal lattice is triangular, one reads a as the nearest-neighbour spacing of the reciprocal lattice (4π/(√3 d) for a triangular crystal lattice of lattice constant d, with the factor 2π included in the reciprocal vectors) and the cell as the first Brillouin zone; every wavevector is then equivalent, up to a reciprocal lattice vector, to one of length at most a/√3, the length at the zone corner.

### How the lemmas follow the derivation

`point_coords` gives the Cartesian components, and `dist_sq_point` is the formula a² Q; its `linear_combination` replaces (√3)² by 3 in the y contribution. This lemma holds for every real a.

In `triangle_cover`, the step `key` shows that a number d below or equal to all three values of Q is at most 1/3. The three `mul_nonneg` hints passed to `nlinarith` are the weights 1 − s − t, s, t, each multiplied by its value of Q minus d, and their sum is the average minus d. The two `sq_nonneg` hints are the squares that make up Q(s − 1/3, t − 1/3). Taking d as the minimum of the three values yields the three-way alternative. `coords_cover` splits with `le_total` on s + t against 1 and supplies the integer pair in each of the six cases. `covering` writes p as `point a u v` with the inverse formulas, compares squares through `sq_le_sq₀`, and multiplies Q ≤ 1/3 by a².

`integer_excess` proves `0 ≤ k * (k - 1)`, applies it to m, n and m + n, and in the case N = 0 forces each product to vanish, after which `omega` lists the three pairs. In `corner_dist`, `hc` identifies K with `point a (1 / 3) (1 / 3)` and `key` is the squared distance (a/√3)² + a² N; the equality case cancels a² > 0. `covering_radius` evaluates an arbitrary covering radius at K. `wignerSeitz_circumradius` takes |K| from the equality case m = n = 0 and chains the cell's defining inequality with `covering`.
